# Boundedness of the linearized coupled-cluster functional: semidefiniteness and solvability

A linearized coupled-cluster calculation may find its amplitudes by minimising an energy functional iteratively. The descent can reach a minimum only if the functional has a floor. With a reference determinant $\Phi_0$ of energy $E_0$ and finitely many orthonormal doubly excited determinants $\Phi_i$, all real, put

$$b_i=\langle\Phi_i|H|\Phi_0\rangle,\quad A_{ij}=\langle\Phi_i|H-E_0|\Phi_j\rangle,\quad F(x)=2\,b\cdot x+x^TAx .$$

$F(x)$ is $\langle\Psi|H-E_0|\Psi\rangle$ for $\Psi=\Phi_0+\sum_i x_i\Phi_i$, not divided by $\langle\Psi|\Psi\rangle$, so its minimum need not lie above the exact correlation energy.

**Claim.** For real symmetric $A$, $F$ is bounded below if and only if $x^TAx\ge 0$ for all $x$ and the amplitude equation $b+At=0$ has a solution $t$.

## Curvature, zero modes and the completed square

Suppose $F\ge m$ everywhere. Along a ray,

$$F(sx)=2s\,b\cdot x+s^2\,x^TAx .$$

Averaging over $s$ and $-s$ gives $m\le s^2\,x^TAx$ for every real $s$, which is impossible if $x^TAx<0$. So the quadratic form is nonnegative.

If $Ak=0$, then $F(sk)=2s\,b\cdot k$. This is bounded below in $s$ only if $b\cdot k=0$, so $b$ is orthogonal to every zero mode.

That orthogonality makes the amplitude equation solvable. Any linear functional that vanishes on the range of $A$ has the form $v\mapsto v\cdot y$, with $(Av)\cdot y=0$ for all $v$. By symmetry $v\cdot Ay=0$ for all $v$; taking $v=Ay$ gives $Ay=0$. Hence $b\cdot y=0$. A vector outside the range would be detected by some such functional, so $b=Au$ for some $u$, and $t=-u$ solves the equation.

Conversely, let $b+At=0$ and $d=x-t$. Symmetry gives

$$F(t+d)=F(t)+2\,d\cdot(b+At)+d^TAd=F(t)+d^TAd .$$

If the form is nonnegative, $F(t)$ is a lower bound, and it is attained.

Symmetry matters for this converse. Take $A=\begin{pmatrix}0&1\\-1&0\end{pmatrix}$ and $b=(1,0)$. Then $x^TAx=0$ and $t=(0,-1)$ solves the amplitude equation, yet $F(x)=2x_1$ is unbounded below.

## Amplitudes and functional in Lean

The finite type `n` labels the excitations, and an amplitude vector is a function `n → ℝ`.

```lean
import Mathlib

open Matrix

namespace LinearizedCoupledClusterBoundedness

variable {n : Type*} [Fintype n]
```

Here `⬝ᵥ` is the dot product and `*ᵥ` applies a matrix to a vector. `A` and `b` are arbitrary real data: their construction from a Hamiltonian, as above, is the step from this model to a molecule.

```lean
/-- The linearized coupled-cluster functional `2 b·x + xᵀ A x` of the amplitudes `x`, with
coupling vector `b` to the reference and matrix `A` among the excitations. -/
def lccFunctional (A : Matrix n n ℝ) (b x : n → ℝ) : ℝ :=
  2 * (b ⬝ᵥ x) + x ⬝ᵥ A *ᵥ x
```

The hypothesis `A.IsSymm` says $A^T=A$. It lets the two vectors in the bilinear form change places.

```lean
/-- The bilinear form of a real symmetric matrix is symmetric in its two amplitude vectors. -/
theorem form_symm {A : Matrix n n ℝ} (hA : A.IsSymm) (x y : n → ℝ) :
    x ⬝ᵥ A *ᵥ y = y ⬝ᵥ A *ᵥ x := by
  rw [Matrix.dotProduct_mulVec, ← Matrix.mulVec_transpose, hA.eq, dotProduct_comm]
```

The next two lemmas are the ray formula and the completed square. The second substitutes $b=-At$, expands, and collects terms with `linear_combination`.

```lean
/-- Along the ray `s x` the functional is a quadratic polynomial in the scale `s`. -/
theorem lccFunctional_ray (A : Matrix n n ℝ) (b x : n → ℝ) (s : ℝ) :
    lccFunctional A b (s • x) = 2 * s * (b ⬝ᵥ x) + s ^ 2 * (x ⬝ᵥ A *ᵥ x) := by
  simp only [lccFunctional, Matrix.mulVec_smul, dotProduct_smul, smul_dotProduct, smul_eq_mul]
  ring

/-- For symmetric `A`, the functional measured from a solution `t` of the amplitude equation
`b + A t = 0` is the quadratic form of the displacement `x - t`. -/
theorem lccFunctional_complete_square {A : Matrix n n ℝ} (hA : A.IsSymm) {b t : n → ℝ}
    (ht : b + A *ᵥ t = 0) (x : n → ℝ) :
    lccFunctional A b x = lccFunctional A b t + (x - t) ⬝ᵥ A *ᵥ (x - t) := by
  have hb : b = -(A *ᵥ t) := eq_neg_of_add_eq_zero_left ht
  have h1 : (A *ᵥ t) ⬝ᵥ x = x ⬝ᵥ A *ᵥ t := dotProduct_comm _ _
  have h2 : (A *ᵥ t) ⬝ᵥ t = t ⬝ᵥ A *ᵥ t := dotProduct_comm _ _
  have h3 := form_symm hA t x
  simp only [lccFunctional, hb, Matrix.mulVec_sub, dotProduct_sub, sub_dotProduct,
    neg_dotProduct]
  linear_combination -2 * h1 + 2 * h2 + h3
```

## What a lower bound forces

`BddBelow (Set.range (lccFunctional A b))` means that one real $m$ lies below all values of $F$. If $q=x^TAx$ is negative, the proof picks the explicit scale $s=1+r$ with $r=|m|/(-q)$. Then $s^2q=q-2|m|+r^2q<m$, a contradiction.

```lean
/-- If the functional is bounded below, its quadratic part is nonnegative in every direction. -/
theorem form_nonneg_of_bddBelow {A : Matrix n n ℝ} {b : n → ℝ}
    (h : BddBelow (Set.range (lccFunctional A b))) (x : n → ℝ) : 0 ≤ x ⬝ᵥ A *ᵥ x := by
  obtain ⟨m, hm⟩ := h
  by_contra hneg
  have hq : x ⬝ᵥ A *ᵥ x < 0 := lt_of_not_ge hneg
  -- averaging over `s` and `-s` removes the linear term
  have key : ∀ s : ℝ, m ≤ s ^ 2 * (x ⬝ᵥ A *ᵥ x) := by
    intro s
    have h1 := hm (Set.mem_range_self (s • x))
    have h2 := hm (Set.mem_range_self ((-s) • x))
    rw [lccFunctional_ray] at h1 h2
    linarith [neg_sq s, congrArg (fun u => u * (x ⬝ᵥ A *ᵥ x)) (neg_sq s)]
  generalize x ⬝ᵥ A *ᵥ x = q at hq key
  -- a scale at which the negative curvature has fallen below `m`
  obtain ⟨r, hr⟩ : ∃ r : ℝ, r * (-q) = |m| :=
    ⟨|m| / (-q), div_mul_cancel₀ _ (neg_ne_zero.2 hq.ne)⟩
  have h1 := key (1 + r)
  have h2 : (1 + r) ^ 2 * q = q - 2 * |m| + r ^ 2 * q := by
    linear_combination -2 * hr
  have h3 : 0 ≤ r ^ 2 * (-q) := mul_nonneg (sq_nonneg r) (by linarith)
  linarith [neg_abs_le m, abs_nonneg m]
```

On a zero mode with $b\cdot k\ne0$, the scale $s=(m-1)/(2\,b\cdot k)$ gives $F(sk)=m-1$, below the supposed bound.

```lean
/-- If the functional is bounded below, the coupling vector is orthogonal to every zero mode
of `A`. -/
theorem coupling_eq_zero_of_bddBelow {A : Matrix n n ℝ} {b : n → ℝ}
    (h : BddBelow (Set.range (lccFunctional A b))) {k : n → ℝ} (hk : A *ᵥ k = 0) :
    b ⬝ᵥ k = 0 := by
  obtain ⟨m, hm⟩ := h
  by_contra hne
  -- on a zero mode the functional is linear, so some scale gives the value `m - 1`
  have h1 := hm (Set.mem_range_self (((m - 1) / (2 * (b ⬝ᵥ k))) • k))
  rw [lccFunctional_ray, hk, dotProduct_zero, mul_zero, add_zero] at h1
  have h2 : 2 * ((m - 1) / (2 * (b ⬝ᵥ k))) * (b ⬝ᵥ k) = m - 1 := by
    field_simp
  linarith
```

For solvability, a functional `φ` on the quotient by the range of $A$ gives a functional `f` that vanishes on that range. The vector `y` collects the values of `f` on the unit vectors; `hy` shows that it is a zero mode.

```lean
/-- Fredholm alternative: for symmetric `A`, the amplitude equation `b + A t = 0` is solvable
if `b` is orthogonal to every zero mode of `A`. -/
theorem exists_amplitudes_of_orthogonal {A : Matrix n n ℝ} (hA : A.IsSymm) {b : n → ℝ}
    (h : ∀ k, A *ᵥ k = 0 → b ⬝ᵥ k = 0) : ∃ t, b + A *ᵥ t = 0 := by
  classical
  have hb : b ∈ LinearMap.range A.mulVecLin := by
    -- test `b` against all linear functionals that vanish on the range of `A`
    rw [← Submodule.Quotient.mk_eq_zero, ← Module.forall_dual_apply_eq_zero_iff ℝ]
    intro φ
    let f : (n → ℝ) →ₗ[ℝ] ℝ := φ ∘ₗ (LinearMap.range A.mulVecLin).mkQ
    let y : n → ℝ := fun i => f (fun j => if i = j then 1 else 0)
    have hf : ∀ v, f v = v ⬝ᵥ y := by
      intro v
      rw [LinearMap.pi_apply_eq_sum_univ f v]
      rfl
    have hr : ∀ v, (A *ᵥ v) ⬝ᵥ y = 0 := by
      intro v
      have hv : (LinearMap.range A.mulVecLin).mkQ (A *ᵥ v) = 0 :=
        (Submodule.Quotient.mk_eq_zero _).2 ⟨v, rfl⟩
      rw [← hf]
      change φ ((LinearMap.range A.mulVecLin).mkQ (A *ᵥ v)) = 0
      rw [hv, map_zero]
    -- by symmetry the vector representing such a functional is a zero mode
    have hy : A *ᵥ y = 0 := by
      apply dotProduct_self_eq_zero.1
      rw [form_symm hA (A *ᵥ y) y, dotProduct_comm]
      exact hr (A *ᵥ y)
    change f b = 0
    rw [hf]
    exact h y hy
  obtain ⟨t, ht⟩ := hb
  have ht' : A *ᵥ t = b := ht
  exact ⟨-t, by rw [Matrix.mulVec_neg, ht', add_neg_cancel]⟩
```

## The equivalence and the minimum

The main theorem writes positive semidefiniteness out as nonnegativity of the quadratic form. Its forward direction combines the three preceding lemmas; its reverse direction uses the completed square.

```lean
/-- For real symmetric `A`, the linearized coupled-cluster functional is bounded below if and
only if `A` is positive semidefinite and the amplitude equation `b + A t = 0` has a solution. -/
theorem bddBelow_iff {A : Matrix n n ℝ} (hA : A.IsSymm) (b : n → ℝ) :
    BddBelow (Set.range (lccFunctional A b)) ↔
      (∀ x, 0 ≤ x ⬝ᵥ A *ᵥ x) ∧ ∃ t, b + A *ᵥ t = 0 := by
  constructor
  · intro h
    exact ⟨form_nonneg_of_bddBelow h,
      exists_amplitudes_of_orthogonal hA fun _ hk => coupling_eq_zero_of_bddBelow h hk⟩
  · rintro ⟨hpos, t, ht⟩
    refine ⟨lccFunctional A b t, ?_⟩
    rintro _ ⟨x, rfl⟩
    rw [lccFunctional_complete_square hA ht x]
    linarith [hpos (x - t)]
```

The same identity shows that a functional bounded below attains its minimum. For finitely many real amplitudes, a descent therefore either has a minimiser to look for or faces a functional without a floor.

```lean
/-- For real symmetric `A`, the functional is bounded below if and only if it attains a minimum
at some amplitude vector. -/
theorem bddBelow_iff_exists_minimizer {A : Matrix n n ℝ} (hA : A.IsSymm) (b : n → ℝ) :
    BddBelow (Set.range (lccFunctional A b)) ↔
      ∃ t, ∀ x, lccFunctional A b t ≤ lccFunctional A b x := by
  constructor
  · intro h
    obtain ⟨hpos, t, ht⟩ := (bddBelow_iff hA b).1 h
    refine ⟨t, fun x => ?_⟩
    rw [lccFunctional_complete_square hA ht x]
    linarith [hpos (x - t)]
  · rintro ⟨t, ht⟩
    refine ⟨lccFunctional A b t, ?_⟩
    rintro _ ⟨x, rfl⟩
    exact ht x
```

## Two amplitudes, one condition missing

With $A=\mathrm{diag}(1,0)$ and $b=(0,1)$, the form is nonnegative, but $b$ couples to the zero mode $(0,1)$.

```lean
/-- Semidefiniteness alone does not suffice: for `A = diag(1, 0)` and `b = (0, 1)` the quadratic
form is nonnegative, yet the functional is unbounded below. -/
theorem semidefinite_not_sufficient :
    (∀ x : Fin 2 → ℝ, 0 ≤ x ⬝ᵥ !![1, 0; 0, 0] *ᵥ x) ∧
      ¬ BddBelow (Set.range (lccFunctional !![1, 0; 0, 0] ![0, 1])) := by
  constructor
  · intro x
    have h : x ⬝ᵥ !![1, 0; 0, 0] *ᵥ x = x 0 * x 0 := by
      simp [Matrix.mulVec, dotProduct, Fin.sum_univ_two]
    rw [h]
    exact mul_self_nonneg _
  · intro h
    have hk : !![1, 0; 0, 0] *ᵥ ![0, 1] = (0 : Fin 2 → ℝ) := by
      ext i
      fin_cases i <;> simp [Matrix.mulVec, dotProduct, Fin.sum_univ_two]
    have h1 := coupling_eq_zero_of_bddBelow h hk
    simp [dotProduct, Fin.sum_univ_two] at h1
```

With $A=\mathrm{diag}(1,-1)$ and $b=(1,1)$, the amplitudes $(-1,1)$ solve the equation, but the quadratic form takes the value $-1$ at $(0,1)$. A direct linear solver would return this stationary point, which is a saddle.

```lean
/-- Solvability alone does not suffice: for `A = diag(1, -1)` and `b = (1, 1)` the amplitudes
`t = (-1, 1)` solve `b + A t = 0`, yet the functional is unbounded below. -/
theorem solvable_not_sufficient :
    ![1, 1] + !![1, 0; 0, -1] *ᵥ ![-1, 1] = (0 : Fin 2 → ℝ) ∧
      ¬ BddBelow (Set.range (lccFunctional !![1, 0; 0, -1] ![1, 1])) := by
  constructor
  · ext i
    fin_cases i <;> simp
  · intro h
    have h1 := form_nonneg_of_bddBelow h ![0, 1]
    have h2 : ![0, 1] ⬝ᵥ !![1, 0; 0, -1] *ᵥ ![0, 1] = (-1 : ℝ) := by
      simp [Matrix.mulVec, dotProduct, Fin.sum_univ_two]
    linarith

end LinearizedCoupledClusterBoundedness
```

```lean
#print axioms LinearizedCoupledClusterBoundedness.bddBelow_iff
#print axioms LinearizedCoupledClusterBoundedness.bddBelow_iff_exists_minimizer
#print axioms LinearizedCoupledClusterBoundedness.semidefinite_not_sufficient
#print axioms LinearizedCoupledClusterBoundedness.solvable_not_sufficient
```

```
'LinearizedCoupledClusterBoundedness.bddBelow_iff' depends on axioms: [propext, Classical.choice, Quot.sound]
'LinearizedCoupledClusterBoundedness.bddBelow_iff_exists_minimizer' depends on axioms: [propext, Classical.choice, Quot.sound]
'LinearizedCoupledClusterBoundedness.semidefinite_not_sufficient' depends on axioms: [propext, Classical.choice, Quot.sound]
'LinearizedCoupledClusterBoundedness.solvable_not_sufficient' depends on axioms: [propext, Classical.choice, Quot.sound]
```
